# Time-ordered Wick identity for four bosonic fields in a vacuum functional

## Definitions and conventions

Let $A$ be an associative algebra with unit over a commutative ring $R$ (in applications $R=\mathbb{C}$). Each label $i$ carries a creation part $p_i\in A$ and an annihilation part $m_i\in A$, and the field is $\varphi_i=p_i+m_i$. The assumptions are

$$[m_i,p_j]=c_{ij}\,1,\qquad [m_i,m_j]=0,$$

with scalars $c_{ij}\in R$, together with an $R$-linear functional $\omega:A\to R$ that obeys

$$\omega(1)=1,\qquad \omega(p_i x)=0,\qquad \omega(x\,m_i)=0\qquad\text{for all }x\in A .$$

The functional stands for $\langle 0|\cdot|0\rangle$, and the last two conditions stand for $\langle 0|p_i=0$ and $m_i|0\rangle=0$. Each label has a real time $t_i$, and later times go to the left. The time-ordered contraction is

$$D_{ij}=\begin{cases}c_{ij}, & t_i>t_j,\\ c_{ji}, & \text{otherwise.}\end{cases}$$

It carries no prefactor $\pm i$, so a code whose Green's function is $G=-iD$ has to restore that factor for each contraction. The four labels run over $0,1,2,3$.

Wick's theorem in its usual form is an operator identity that expands a time-ordered product of any number of bosonic or fermionic fields into normal-ordered terms with contractions; the result below is only the vacuum value for four bosonic fields at distinct times.

## The identity

Let $\sigma$ be a permutation of the four labels with $t_{\sigma 0}>t_{\sigma 1}>t_{\sigma 2}>t_{\sigma 3}$. Then

$$\omega(\varphi_{\sigma 0}\varphi_{\sigma 1}\varphi_{\sigma 2}\varphi_{\sigma 3})=D_{01}D_{23}+D_{02}D_{13}+D_{03}D_{12}.$$

The left side is $\omega(T\varphi_0\varphi_1\varphi_2\varphi_3)$, and the right side does not contain $\sigma$. For one oscillator mode of frequency $w$, with $\varphi(t)=e^{iwt}a^\dagger+e^{-iwt}a$, the contraction is $D_{ij}=e^{-iw|t_i-t_j|}$.

## Where a code relies on it

A zero-temperature perturbative code for a system coupled linearly to free bosonic modes meets this average at fourth order in the coupling, and for that four-field vacuum case the identity replaces an operator product by three products of tabulated two-point values. The pairing sum may be evaluated in storage order, with no sorting of the four times; a comparison of two times inside each $D_{ij}$ is enough. The table $D$ is symmetric for distinct times, so six entries suffice.

The oscillator formula also serves as a test of a matrix implementation. At times separated by whole periods $2\pi/w$ every contraction equals $1$ and the vacuum value is $3$. Four fields acting between two vacua reach at most occupation $2$, so a Fock basis with three or more levels returns $3$, while a two-level basis has $\varphi^2=1$ and returns $1$. These truncation numbers, and the two counter-examples in the last section, are hand calculations that the Lean file does not contain.

## Derivation

**Step 1.** Since the $m$ commute, $m_i\varphi_j=m_ip_j+m_im_j=(p_jm_i+c_{ij})+m_jm_i$, that is

$$m_i\varphi_j=\varphi_jm_i+c_{ij}\,1 .$$

**Step 2.** For any $x$, linearity gives $\omega(\varphi_ix)=\omega(p_ix)+\omega(m_ix)=\omega(m_ix)$.

**Step 3.** With $x=\varphi_j$, $\omega(\varphi_i\varphi_j)=\omega(\varphi_jm_i)+c_{ij}\,\omega(1)=c_{ij}$.

**Step 4.** Applying Step 1 three times moves $m_i$ to the right end:

$$m_i\varphi_j\varphi_k\varphi_l=\varphi_jm_i\varphi_k\varphi_l+c_{ij}\varphi_k\varphi_l=\varphi_j\varphi_km_i\varphi_l+c_{ik}\varphi_j\varphi_l+c_{ij}\varphi_k\varphi_l$$

$$=\varphi_j\varphi_k\varphi_lm_i+c_{il}\varphi_j\varphi_k+c_{ik}\varphi_j\varphi_l+c_{ij}\varphi_k\varphi_l .$$

The functional vanishes on the first term. Steps 2 and 3 then give

$$\omega(\varphi_i\varphi_j\varphi_k\varphi_l)=c_{ij}c_{kl}+c_{ik}c_{jl}+c_{il}c_{jk},$$

where each contraction has its indices in the order in which the fields stand. No time has entered so far.

**Step 5.** For $t_i>t_j$ the definition gives $D_{ij}=c_{ij}$, and $D_{ji}=c_{ij}$ from the second branch. The case $t_i<t_j$ follows by exchanging the labels. If all times are distinct, $t_i=t_j$ forces $i=j$. Hence $D_{ij}=D_{ji}$.

**Step 6.** For symmetric $D$ each term of the pairing sum depends only on a partition of the four labels into two unordered pairs. A permutation of the labels only rearranges the three partitions among themselves, so

$$D_{\sigma0\sigma1}D_{\sigma2\sigma3}+D_{\sigma0\sigma2}D_{\sigma1\sigma3}+D_{\sigma0\sigma3}D_{\sigma1\sigma2}=D_{01}D_{23}+D_{02}D_{13}+D_{03}D_{12}.$$

**Step 7.** Take $(i,j,k,l)=(\sigma0,\sigma1,\sigma2,\sigma3)$ in Step 4. Every contraction has the form $c_{\sigma a\,\sigma b}$ with $a<b$, so $t_{\sigma a}>t_{\sigma b}$ and $c_{\sigma a\,\sigma b}=D_{\sigma a\,\sigma b}$. Strictly decreasing times are distinct, so Steps 5 and 6 apply and give the identity.

**Oscillator.** On polynomials $q(X)$ put $a^\dagger q=Xq$, $aq=q'$, and let $\omega(T)$ be the constant coefficient of $T$ applied to the polynomial $1$. The product rule gives $(Xq)'-Xq'=q$, so $[a,a^\dagger]=1$. With $p_i=e^{iwt_i}a^\dagger$ and $m_i=e^{-iwt_i}a$, the commutator is $c_{ij}=e^{-iw(t_i-t_j)}$. The $m_i$ are multiples of one operator and commute. The identity operator returns the polynomial $1$, whose constant coefficient is $1$, so $\omega(1)=1$. A multiple of $X$ has no constant term, which gives $\omega(p_ix)=0$, and the derivative of $1$ vanishes, which gives $\omega(xm_i)=0$. For $t_i>t_j$ one has $D_{ij}=e^{-iw(t_i-t_j)}$, otherwise $D_{ij}=e^{-iw(t_j-t_i)}$, and both equal $e^{-iw|t_i-t_j|}$.

## The Lean file

```lean
import Mathlib

open Polynomial

namespace TimeOrderedWick

noncomputable section

variable {R A ι S : Type*} [CommRing R] [Ring A] [Algebra R A]

/-- Free bosonic fields with creation parts `p i` and annihilation parts `m i`:
`[m i, p j] = c i j · 1`, the `m i` commute, and the normalised linear functional `ω` vanishes
when a `p i` stands leftmost or an `m i` stands rightmost. -/
structure IsFreeBoson (p m : ι → A) (c : ι → ι → R) (ω : A →ₗ[R] R) : Prop where
  ccr : ∀ i j, m i * p j - p j * m i = c i j • (1 : A)
  mm : ∀ i j, m i * m j = m j * m i
  normalized : ω 1 = 1
  ann_left : ∀ i x, ω (p i * x) = 0
  ann_right : ∀ x i, ω (x * m i) = 0

/-- The field `φ i = p i + m i`, the sum of its creation and annihilation parts. -/
def phi (p m : ι → A) (i : ι) : A := p i + m i

/-- The time-ordered contraction `D i j`: equal to `c i j` if `t i > t j`, and `c j i`
otherwise. -/
def propagator (t : ι → ℝ) (c : ι → ι → S) (i j : ι) : S :=
  if t j < t i then c i j else c j i

/-- The sum over the three complete pairings of the four labels `0, 1, 2, 3`. -/
def pairingSum (D : Fin 4 → Fin 4 → R) : R :=
  D 0 1 * D 2 3 + D 0 2 * D 1 3 + D 0 3 * D 1 2

/-- The permutation that sorts the labels from the latest time to the earliest. -/
def timeOrder {n : ℕ} (t : Fin n → ℝ) : Equiv.Perm (Fin n) := Tuple.sort (fun i => -t i)

/-- The time-ordered product of four operators, with later times to the left. -/
def timeOrderedProduct (φ : Fin 4 → A) (t : Fin 4 → ℝ) : A :=
  φ (timeOrder t 0) * φ (timeOrder t 1) * φ (timeOrder t 2) * φ (timeOrder t 3)

/-- Moving an annihilation part through a field leaves the contraction:
`m i φ j = φ j m i + c i j · 1`. -/
theorem m_mul_phi {p m : ι → A} {c : ι → ι → R} {ω : A →ₗ[R] R}
    (h : IsFreeBoson p m c ω) (i j : ι) :
    m i * phi p m j = phi p m j * m i + c i j • (1 : A) := by
  unfold phi
  rw [mul_add, add_mul, h.mm i j, ← h.ccr i j]
  abel

/-- Inside the vacuum functional a leftmost field reduces to its annihilation part. -/
theorem vev_phi_mul {p m : ι → A} {c : ι → ι → R} {ω : A →ₗ[R] R}
    (h : IsFreeBoson p m c ω) (i : ι) (x : A) :
    ω (phi p m i * x) = ω (m i * x) := by
  unfold phi
  rw [add_mul, map_add, h.ann_left, zero_add]

/-- The two-point function is the contraction: `ω(φ i φ j) = c i j`. -/
theorem two_point {p m : ι → A} {c : ι → ι → R} {ω : A →ₗ[R] R}
    (h : IsFreeBoson p m c ω) (i j : ι) :
    ω (phi p m i * phi p m j) = c i j := by
  rw [vev_phi_mul h, m_mul_phi h i j, map_add, h.ann_right, map_smul, h.normalized]
  simp

/-- Wick's theorem for four fields in a given order: the vacuum value is the sum over the three
pairings, each contraction taken in the order in which its fields stand. -/
theorem four_point {p m : ι → A} {c : ι → ι → R} {ω : A →ₗ[R] R}
    (h : IsFreeBoson p m c ω) (i j k l : ι) :
    ω (phi p m i * phi p m j * phi p m k * phi p m l) =
      c i j * c k l + c i k * c j l + c i l * c j k := by
  have step : ∀ (b : ι) (y : A),
      m i * (phi p m b * y) = phi p m b * (m i * y) + c i b • y := by
    intro b y
    rw [← mul_assoc, m_mul_phi h i b, add_mul, mul_assoc, smul_mul_assoc, one_mul]
  -- carry `m i` through the three remaining fields, one contraction per field
  have key : m i * (phi p m j * (phi p m k * phi p m l)) =
      phi p m j * (phi p m k * phi p m l) * m i + c i j • (phi p m k * phi p m l)
        + c i k • (phi p m j * phi p m l) + c i l • (phi p m j * phi p m k) := by
    rw [step j, step k, m_mul_phi h i l]
    simp only [mul_add, mul_smul_comm, mul_one, mul_assoc]
    abel
  have e : phi p m i * phi p m j * phi p m k * phi p m l =
      phi p m i * (phi p m j * (phi p m k * phi p m l)) := by
    simp only [mul_assoc]
  rw [e, vev_phi_mul h, key]
  simp only [map_add, map_smul, h.ann_right, two_point h, smul_eq_mul, zero_add]

/-- `D i j` equals `ω(φ i φ j)` if `t i > t j`, and `ω(φ j φ i)` otherwise. -/
theorem propagator_eq_vev {p m : ι → A} {c : ι → ι → R} {ω : A →ₗ[R] R}
    (h : IsFreeBoson p m c ω) (t : ι → ℝ) (i j : ι) :
    propagator t c i j =
      if t j < t i then ω (phi p m i * phi p m j) else ω (phi p m j * phi p m i) := by
  simp only [propagator, two_point h]

/-- For distinct times the time-ordered contraction is symmetric in its two labels. -/
theorem propagator_symm {t : ι → ℝ} (ht : Function.Injective t) (c : ι → ι → S) (i j : ι) :
    propagator t c i j = propagator t c j i := by
  unfold propagator
  rcases lt_trichotomy (t i) (t j) with h | h | h
  · rw [if_neg (not_lt.mpr h.le), if_pos h]
  · obtain rfl := ht h
    rfl
  · rw [if_pos h, if_neg (not_lt.mpr h.le)]

/-- For a symmetric contraction the sum over pairings is unchanged by any relabelling of the
four fields. -/
theorem pairingSum_perm (D : Fin 4 → Fin 4 → R) (hD : ∀ i j, D i j = D j i)
    (σ : Equiv.Perm (Fin 4)) :
    pairingSum (fun i j => D (σ i) (σ j)) = pairingSum D := by
  have h10 := hD 1 0
  have h20 := hD 2 0
  have h30 := hD 3 0
  have h21 := hD 2 1
  have h31 := hD 3 1
  have h32 := hD 3 2
  have h4 : ∀ a : Fin 4, a = 0 ∨ a = 1 ∨ a = 2 ∨ a = 3 := by decide
  -- run through all arrangements of four distinct labels
  have aux : ∀ a b e d : Fin 4, a ≠ b → a ≠ e → a ≠ d → b ≠ e → b ≠ d → e ≠ d →
      D a b * D e d + D a e * D b d + D a d * D b e =
        D 0 1 * D 2 3 + D 0 2 * D 1 3 + D 0 3 * D 1 2 := by
    intro a b e d hab hae had hbe hbd hed
    rcases h4 a with rfl | rfl | rfl | rfl <;>
    rcases h4 b with rfl | rfl | rfl | rfl <;>
    rcases h4 e with rfl | rfl | rfl | rfl <;>
    rcases h4 d with rfl | rfl | rfl | rfl <;>
    first
      | exact (hab rfl).elim
      | exact (hae rfl).elim
      | exact (had rfl).elim
      | exact (hbe rfl).elim
      | exact (hbd rfl).elim
      | exact (hed rfl).elim
      | (simp only [h10, h20, h30, h21, h31, h32] <;> ring1)
  have hne : ∀ x y : Fin 4, x ≠ y → σ x ≠ σ y := fun x y hxy e => hxy (σ.injective e)
  exact aux (σ 0) (σ 1) (σ 2) (σ 3) (hne 0 1 (by decide)) (hne 0 2 (by decide))
    (hne 0 3 (by decide)) (hne 1 2 (by decide)) (hne 1 3 (by decide)) (hne 2 3 (by decide))

/-- Time-ordered Wick theorem for four bosonic fields: if `σ` arranges the fields with strictly
decreasing times, the vacuum value of their product is `D01 D23 + D02 D13 + D03 D12`. -/
theorem wick_time_ordered {p m : Fin 4 → A} {c : Fin 4 → Fin 4 → R} {ω : A →ₗ[R] R}
    (h : IsFreeBoson p m c ω) (t : Fin 4 → ℝ) (σ : Equiv.Perm (Fin 4))
    (hσ : StrictAnti (t ∘ σ)) :
    ω (phi p m (σ 0) * phi p m (σ 1) * phi p m (σ 2) * phi p m (σ 3)) =
      pairingSum (propagator t c) := by
  -- strictly decreasing times are distinct
  have hinj : Function.Injective t := by
    intro x y e
    have e' : (t ∘ σ) (σ.symm x) = (t ∘ σ) (σ.symm y) := by simpa using e
    exact σ.symm.injective (hσ.injective e')
  -- in time order, each ordered contraction is the time-ordered one
  have hc : ∀ a b : Fin 4, a < b → propagator t c (σ a) (σ b) = c (σ a) (σ b) := by
    intro a b hab
    have h1 : t (σ b) < t (σ a) := hσ hab
    unfold propagator
    rw [if_pos h1]
  rw [four_point h, ← pairingSum_perm (propagator t c) (propagator_symm hinj c) σ]
  simp only [pairingSum]
  rw [hc 0 1 (by decide), hc 2 3 (by decide), hc 0 2 (by decide), hc 1 3 (by decide),
    hc 0 3 (by decide), hc 1 2 (by decide)]

/-- For distinct times the sorting permutation arranges them in strictly decreasing order. -/
theorem timeOrder_strictAnti {n : ℕ} {t : Fin n → ℝ} (ht : Function.Injective t) :
    StrictAnti (t ∘ timeOrder t) := by
  have h := Tuple.monotone_sort (fun i => -t i)
  intro a b hab
  have h1 : -t (timeOrder t a) ≤ -t (timeOrder t b) := h hab.le
  have h2 : t (timeOrder t b) ≠ t (timeOrder t a) :=
    fun e => hab.ne' ((timeOrder t).injective (ht e))
  show t (timeOrder t b) < t (timeOrder t a)
  exact lt_of_le_of_ne (by linarith) h2

/-- For four distinct times the vacuum value of the time-ordered product of the fields is
`D01 D23 + D02 D13 + D03 D12`. -/
theorem wick_timeOrderedProduct {p m : Fin 4 → A} {c : Fin 4 → Fin 4 → R} {ω : A →ₗ[R] R}
    (h : IsFreeBoson p m c ω) {t : Fin 4 → ℝ} (ht : Function.Injective t) :
    ω (timeOrderedProduct (phi p m) t) = pairingSum (propagator t c) :=
  wick_time_ordered h t (timeOrder t) (timeOrder_strictAnti ht)

/-- The oscillator creation operator on polynomials: multiplication by `X`. -/
def creation : Module.End ℂ ℂ[X] where
  toFun q := X * q
  map_add' := fun a b => mul_add X a b
  map_smul' := fun r q => mul_smul_comm r X q

/-- The oscillator annihilation operator on polynomials: the derivative. -/
def annihilation : Module.End ℂ ℂ[X] := derivative

/-- The oscillator vacuum functional: the constant coefficient of the operator applied to the
polynomial `1`. -/
def vacuum : Module.End ℂ ℂ[X] →ₗ[ℂ] ℂ where
  toFun T := (T 1).coeff 0
  map_add' := by
    intro S T
    simp
  map_smul' := by
    intro r T
    simp

/-- The creation part `exp(i w t) a†` of the oscillator field at time `t i`. -/
def oscP (w : ℝ) (t : ι → ℝ) (i : ι) : Module.End ℂ ℂ[X] :=
  Complex.exp (Complex.I * (w : ℂ) * (t i : ℂ)) • creation

/-- The annihilation part `exp(-i w t) a` of the oscillator field at time `t i`. -/
def oscM (w : ℝ) (t : ι → ℝ) (i : ι) : Module.End ℂ ℂ[X] :=
  Complex.exp (-(Complex.I * (w : ℂ) * (t i : ℂ))) • annihilation

/-- The oscillator contraction `exp(-i w (t i - t j))`. -/
def oscC (w : ℝ) (t : ι → ℝ) (i j : ι) : ℂ :=
  Complex.exp (-(Complex.I * (w : ℂ) * ((t i - t j : ℝ) : ℂ)))

/-- The oscillator of frequency `w` on polynomials, at arbitrary times, satisfies the free
boson relations with contraction `exp(-i w (t i - t j))`. -/
theorem oscillator_witness (w : ℝ) (t : ι → ℝ) :
    IsFreeBoson (oscP w t) (oscM w t) (oscC w t) vacuum := by
  have hcr : ∀ q : ℂ[X], creation q = X * q := fun _ => rfl
  have han : ∀ q : ℂ[X], annihilation q = derivative q := fun _ => rfl
  have hv : ∀ T : Module.End ℂ ℂ[X], vacuum T = (T 1).coeff 0 := fun _ => rfl
  refine ⟨?_, ?_, ?_, ?_, ?_⟩
  · intro i j
    have he : oscC w t i j = Complex.exp (-(Complex.I * (w : ℂ) * (t i : ℂ))) *
        Complex.exp (Complex.I * (w : ℂ) * (t j : ℂ)) := by
      unfold oscC
      rw [← Complex.exp_add]
      congr 1
      push_cast
      ring
    -- the product rule gives `[d/dX, X] = 1`
    refine LinearMap.ext fun q => ?_
    simp only [oscM, oscP, LinearMap.sub_apply, Module.End.mul_apply, LinearMap.smul_apply,
      Module.End.one_apply, hcr, han, derivative_mul, derivative_X, one_mul,
      mul_smul_comm]
    rw [he]
    module
  · intro i j
    simp only [oscM, smul_mul_assoc, mul_smul_comm]
    module
  · simp [hv, Module.End.one_apply]
  · intro i x
    simp [hv, oscP, Module.End.mul_apply, hcr]
  · intro x i
    simp [hv, oscM, Module.End.mul_apply, han]

/-- The time-ordered four-point function of the oscillator field at distinct times is the sum
over the three pairings of `exp(-i w |t i - t j|)`. -/
theorem oscillator_four_point (w : ℝ) {t : Fin 4 → ℝ} (ht : Function.Injective t) :
    vacuum (timeOrderedProduct (phi (oscP w t) (oscM w t)) t) =
      pairingSum (fun i j =>
        Complex.exp (-(Complex.I * (w : ℂ) * ((|t i - t j| : ℝ) : ℂ)))) := by
  have hD : propagator t (oscC w t) = fun i j =>
      Complex.exp (-(Complex.I * (w : ℂ) * ((|t i - t j| : ℝ) : ℂ))) := by
    funext i j
    unfold propagator oscC
    split_ifs with h
    · rw [abs_of_pos (sub_pos.mpr h)]
    · rw [abs_sub_comm, abs_of_nonneg (sub_nonneg.mpr (not_lt.mp h))]
  rw [wick_timeOrderedProduct (oscillator_witness w t) ht, hD]

end

end TimeOrderedWick
```

```lean
#print axioms TimeOrderedWick.propagator_eq_vev
#print axioms TimeOrderedWick.wick_time_ordered
#print axioms TimeOrderedWick.oscillator_four_point
```

```
'TimeOrderedWick.propagator_eq_vev' depends on axioms: [propext, Classical.choice, Quot.sound]
'TimeOrderedWick.wick_time_ordered' depends on axioms: [propext, Classical.choice, Quot.sound]
'TimeOrderedWick.oscillator_four_point' depends on axioms: [propext, Classical.choice, Quot.sound]
```

## The formal statements in words

The structure `IsFreeBoson p m c ω` collects the five assumptions: `ccr` and `mm` are the two commutation relations, and `normalized`, `ann_left` and `ann_right` are the three conditions on `ω : A →ₗ[R] R`. The definitions `phi`, `propagator` and `pairingSum` are $\varphi_i$, $D_{ij}$ and the sum over three pairings. Nothing is assumed about $[p_i,p_j]$, and there is no adjoint, inner product or positivity condition.

The theorem `wick_time_ordered` takes labels in `Fin 4`, real times `t`, a permutation `σ` and the hypothesis `StrictAnti (t ∘ σ)`, which says that the times strictly decrease along the product. It concludes that `ω` of the ordered product equals `pairingSum (propagator t c)`. The theorem `wick_timeOrderedProduct` constructs the permutation: `timeOrder t` sorts the values $-t_i$ in ascending order, `timeOrderedProduct` multiplies the fields in that order, and the hypothesis on the times is `Function.Injective t`. The theorem `oscillator_witness` shows that the polynomial oscillator satisfies `IsFreeBoson` for every real `w` and every family of times, and `oscillator_four_point` is the resulting four-point formula at distinct times.

## How the proof follows the derivation

The lemma `m_mul_phi` is Step 1: it expands `phi`, uses `h.mm` and `h.ccr`, and `abel` rearranges the sums. The lemmas `vev_phi_mul` and `two_point` are Steps 2 and 3. In `four_point` the local statement `step` is Step 1 with a further factor `y` on the right, `key` is the operator identity of Step 4, and the closing `simp only` applies linearity, `h.ann_right` and `two_point h`.

The lemma `propagator_eq_vev` identifies $D_{ij}$ with the two-point function in time order; the main theorem does not use it. The lemma `propagator_symm` is Step 5, split into three cases by `lt_trichotomy`. The lemma `pairingSum_perm` proves Step 6 by enumeration: `aux` runs through all $4^4$ assignments of labels, discards those with a repeated label, and closes the remaining $24$ by rewriting with the six symmetry relations, followed by `ring1` where factors and terms need reordering.

In `wick_time_ordered`, `hinj` derives distinctness from strict decrease, `hc` is the replacement $D_{\sigma a\,\sigma b}=c_{\sigma a\,\sigma b}$ for $a<b$, and the final rewrites apply it to the six pairs. The lemma `timeOrder_strictAnti` takes the weak ordering from `Tuple.monotone_sort` and makes it strict by injectivity. The five goals of `oscillator_witness` are the five checks of the oscillator paragraph, and `hD` in `oscillator_four_point` is the case split that produces the absolute value.

## What the proof does and does not guarantee

The identity holds exactly in any algebra, over any commutative ring, in which the five assumptions hold. Those assumptions are hypotheses of the general theorems and are verified for one model only, the single mode on $\mathbb{C}[X]$. In that model the phases $e^{\pm iwt}$ are part of the definitions `oscP` and `oscM`; no Hamiltonian or Heisenberg equation appears, and the length scale $\sqrt{\hbar/(2Mw)}$ of the position operator of an oscillator of mass $M$ is left out.

The theorems do not apply directly to finite matrices. Over $\mathbb{C}$ the trace of a commutator vanishes, so `ccr` with $c_{ij}\neq0$ fails in every truncated Fock basis. They also say nothing about rounding error, about time integrals over the correlator, about six or more fields, or about fermions, for which the pairings carry signs. Thermal averages are not covered directly: with $p_i\propto a^\dagger$ and $m_i\propto a$, a Gibbs state of the mode at nonzero temperature has $\langle a^\dagger a\rangle\neq0$ and violates `ann_left`. The pairing formula still holds for that state if the thermal two-point values are used as contractions, but the Lean file does not prove this.

For general fields strict ordering cannot be weakened to allow ties, which matters on a time grid where two operators may share a point. Take $\varphi_0=\varphi_2=a$ and $\varphi_1=\varphi_3=a^\dagger$ with $t_0=t_1>t_2>t_3$. The order $0,1,2,3$ gives $\omega(aa^\dagger aa^\dagger)=1$, and the order $1,0,2,3$ gives $\omega(a^\dagger aaa^\dagger)=0$. Both orders are non-increasing in time, so no expression independent of $\sigma$ can equal both. At a tie with $i\neq j$ the definition returns $D_{ij}=c_{ji}$ and $D_{ji}=c_{ij}$. If these differ, as in this example, a code needs its own equal-time rule. For the oscillator field $\varphi(t)$ above both equal $1$, and a tie does no harm.

The vacuum conditions cannot be dropped. In the number state $|1\rangle$ with $\varphi=a+a^\dagger$, the moments are $\langle\varphi^2\rangle=3$ and $\langle\varphi^4\rangle=15$. The pairing sum gives $3$ with the contraction $c=1$, and $27$ with the two-point value of that state.
